# In intermediate normalisation, the perturbed eigenvalue equation is equivalent to an energy equation and equations for the other amplitudes

The theorem `isSeries_iff` concerns a finite-dimensional Hamiltonian H₀ + tV, with H₀ diagonal and the energy E and the components of the vector ψ taken as formal power series in the coupling t. The vector is in intermediate normalisation: its component on the reference state is exactly 1, so it need not have unit norm. Under that condition, (H₀ + tV)ψ = Eψ holds if and only if E = d₀ + ta + t∑ⱼ rⱼφⱼ and (E − D − tW)φ = tc, where φ collects the other components of ψ, D is the diagonal matrix of the other unperturbed energies, and a, r, c, W are the blocks of V. Neither Hermiticity nor a non-degenerate reference level is assumed. The proof first writes out the components of (H₀ + tV)ψ in `hH`, then compares the reference row and the remaining rows in each direction.

The failing Lean file:

```lean
import Mathlib

open PowerSeries Matrix

namespace IsSeriesIff

noncomputable section

/-- Data of a perturbed level: the reference energy `d₀`, the other unperturbed energies `d`,
and the blocks `a`, `r`, `c`, `W` of the perturbation. -/
structure Model (n : Type*) where
  d₀ : ℂ
  d : n → ℂ
  a : ℂ
  r : n → ℂ
  c : n → ℂ
  W : Matrix n n ℂ

variable {n : Type*} [Fintype n] [DecidableEq n]

/-- The unperturbed Hamiltonian `diag(d₀, d)`. -/
def Model.H0 (M : Model n) : Matrix (Unit ⊕ n) (Unit ⊕ n) ℂ :=
  diagonal (Sum.elim (fun _ => M.d₀) M.d)

/-- The perturbation `V = [[a, r], [c, W]]`. -/
def Model.V (M : Model n) : Matrix (Unit ⊕ n) (Unit ⊕ n) ℂ :=
  fromBlocks (of fun _ _ => M.a) (of fun _ j => M.r j) (of fun i _ => M.c i) M.W

/-- The Hamiltonian `H0 + tV` over formal power series in the coupling `t`. -/
def Model.H (M : Model n) : Matrix (Unit ⊕ n) (Unit ⊕ n) ℂ⟦X⟧ :=
  M.H0.map (fun z => C z) + (X : ℂ⟦X⟧) • M.V.map (fun z => C z)

/-- `(E, ψ)` solves `(H0 + tV)ψ = Eψ` to all orders, in intermediate normalisation:
the reference component of `ψ` is exactly 1. -/
def Model.IsSeries (M : Model n) (E : ℂ⟦X⟧) (ψ : Unit ⊕ n → ℂ⟦X⟧) : Prop :=
  ψ (Sum.inl ()) = 1 ∧ M.H *ᵥ ψ = E • ψ

/-- The matrix `E - D - tW` on the complement of the reference state. -/
def Model.shifted (M : Model n) (E : ℂ⟦X⟧) : Matrix n n ℂ⟦X⟧ :=
  diagonal (fun i => E - C (M.d i)) - (X : ℂ⟦X⟧) • M.W.map (fun z => C z)

/-- The action of `E - D - tW` on a vector of amplitudes, in components. -/
theorem shifted_mulVec (M : Model n) (E : ℂ⟦X⟧) (φ : n → ℂ⟦X⟧) (i : n) :
    (M.shifted E *ᵥ φ) i = (E - C (M.d i)) * φ i - X * ∑ j, C (M.W i j) * φ j := by
  rw [Model.shifted, sub_mulVec, Pi.sub_apply, mulVec_diagonal]
  congr 1
  simp [mulVec, dotProduct, Finset.mul_sum, mul_assoc]

/-- In intermediate normalisation (reference component of `ψ` equal to 1), the eigenvalue equation
splits into the reference row, which expresses the energy through the other amplitudes `φ`, and the
complementary rows `(E - D - tW)φ = tc`. -/
theorem isSeries_iff (M : Model n) (E : ℂ⟦X⟧) (ψ : Unit ⊕ n → ℂ⟦X⟧) :
    M.IsSeries E ψ ↔ ψ (Sum.inl ()) = 1 ∧
      E = C M.d₀ + X * C M.a + X * ∑ j, C (M.r j) * ψ (Sum.inr j) ∧
      (M.shifted E *ᵥ fun j => ψ (Sum.inr j)) = (X : ℂ⟦X⟧) • fun j => C (M.c j) := by
  have hH : ∀ k, (M.H *ᵥ ψ) k =
      C (Sum.elim (fun _ => M.d₀) M.d k) * ψ k + X * ∑ l, C (M.V k l) * ψ l := by
    intro k
    rw [Model.H, Model.H0, diagonal_map (map_zero _), add_mulVec, Pi.add_apply,
      mulVec_diagonal]
    congr 1
    simp [mulVec, dotProduct, Finset.mul_sum, mul_assoc]
  have h0 : ∑ l, C (M.V (Sum.inl ()) l) * ψ l =
      C M.a * ψ (Sum.inl ()) + ∑ j, C (M.r j) * ψ (Sum.inr j) := by
    simp [Model.V, Fintype.sum_sum_type]
  have h1 : ∀ i, ∑ l, C (M.V (Sum.inr i) l) * ψ l =
      C (M.c i) * ψ (Sum.inl ()) + ∑ j, C (M.W i j) * ψ (Sum.inr j) := by
    intro i
    simp [Model.V, Fintype.sum_sum_type]
  constructor
  · rintro ⟨hn, h⟩
    refine ⟨hn, ?_, funext fun i => ?_⟩
    · have e := congrFun h (Sum.inl ())
      rw [hH, h0, Pi.smul_apply, smul_eq_mul, hn, Sum.elim_inl] at e
      linear_combination -e
    · have e := congrFun h (Sum.inr i)
      rw [hH, h1, Pi.smul_apply, smul_eq_mul, hn, Sum.elim_inr] at e
      rw [shifted_mulVec, Pi.smul_apply, smul_eq_mul]
      linear_combination -e
  · rintro ⟨hn, hE, h⟩
    refine ⟨hn, funext fun k => ?_⟩
    rcases k with ⟨⟩ | i
    · rw [hH, h0, Pi.smul_apply, smul_eq_mul, hn, Sum.elim_inl]
      linear_combination -hE
    · have e := congrFun h i
      rw [shifted_mulVec, Pi.smul_apply, smul_eq_mul] at e
      rw [hH, h1, Pi.smul_apply, smul_eq_mul, hn, Sum.elim_inr]
      linear_combination -e

end

end IsSeriesIff
```

Compiling this gives:

```
Main.lean:57:79: error: unsolved goals
case e_a
n : Type u_1
inst✝¹ : Fintype n
inst✝ : DecidableEq n
M : Model n
E : ℂ⟦X⟧
ψ : Unit ⊕ n → ℂ⟦X⟧
k : Unit ⊕ n
⊢ X * (C (M.V k (Sum.inl PUnit.unit)) * ψ (Sum.inl PUnit.unit)) + ∑ a₂, X * (C (M.V k (Sum.inr a₂)) * ψ (Sum.inr a₂)) =
    X * (C (M.V k (Sum.inl PUnit.unit)) * ψ (Sum.inl PUnit.unit) + ∑ a₂, C (M.V k (Sum.inr a₂)) * ψ (Sum.inr a₂))
Main.lean:62:30: warning: This simp argument is unused:
  Finset.mul_sum

Hint: Omit it from the simp argument list.
  [apply] simp [mulVec, dotProduct, mul_assoc]

Note: This linter can be disabled with `set_option linter.unusedSimpArgs false`
```

The repair, with which the file compiles:

```diff
@@ -60,5 +60,5 @@
       mulVec_diagonal]
     congr 1
-    simp [mulVec, dotProduct, Finset.mul_sum, mul_assoc]
+    simp [mulVec, dotProduct, Finset.mul_sum, mul_assoc, mul_add]
   have h0 : ∑ l, C (M.V (Sum.inl ()) l) * ψ l =
       C M.a * ψ (Sum.inl ()) + ∑ j, C (M.r j) * ψ (Sum.inr j) := by
```

The error is in `hH`. After `congr 1`, what remains is to show that the perturbation's contribution is `X` times a sum over `Unit ⊕ n`. `simp` splits that sum into the reference term and a sum over `n`. In the goal left over, the left side has `X` inside each part, while the right side has `X` multiplying the two parts added together.

`Finset.mul_sum` moves a factor into a `∑`, but here the factor stands before an addition, so the lemma does not apply. That is why the warning calls it unused. `mul_assoc` only regroups products and cannot distribute `X` either.

The repair adds `mul_add` to the `simp` call. It distributes `X` over the addition, which leaves `X` directly in front of the sum over `n`. `Finset.mul_sum` can then take it inside, and the two sides agree. The lemma named in the warning is therefore needed after all, and the repair rightly keeps it.
